# The Wigner angle is, up to sign, the defect of the rapidity triangle

## Replacing two boosts by one

To carry a spin-½ particle, initially at rest, through two successive non-collinear boosts, one can replace them by a rotation of its spin followed by a single boost. The rotation angle follows from three relative rapidities $a,b,c$, the sides of a hyperbolic triangle. The result below covers two boosts along sides of a non-degenerate triangle, not continuous Thomas precession.

Let $A,B,C$ be the angles opposite $a,b,c$, and $\delta=\pi-(A+B+C)$ the defect. Then

$$1-\cos(A+B+C)=\frac{(1+\cosh a+\cosh b+\cosh c)^2}{(1+\cosh a)(1+\cosh b)(1+\cosh c)}.$$

## The angle sum from the sides

Write $X,Y,Z=\cosh a,\cosh b,\cosh c$ and $P=YZ-X$, $Q=ZX-Y$, $R=XY-Z$. The law of cosines is $\sinh b\sinh c\cos A=P$, and cyclically. Since
$$(Y^2-1)(Z^2-1)-P^2=G,\quad G=1+2XYZ-X^2-Y^2-Z^2,$$
we have $\sinh b\sinh c\sin A=\sqrt G$, and cyclically. With $S=\sinh a\sinh b\sinh c$, expanding the cosine of the sum gives
$$S^2\cos(A+B+C)=PQR-G(P+Q+R).$$

Put $s_1=X+Y+Z$, $s_2=XY+YZ+ZX$, $s_3=XYZ$. Then $G=1+2s_3-s_1^2+2s_2$, $P+Q+R=s_2-s_1$, and
$$S^2-PQR=(1+s_3)(s_1^2-2s_2)-1+s_3-2s_2^2+4s_1s_3.$$
Adding $G(P+Q+R)$ and collecting terms,
$$S^2[1-\cos(A+B+C)]=(s_3-s_2+s_1-1)(1+s_1)^2.$$
The first factor is $(X-1)(Y-1)(Z-1)$; division by $S^2=(X^2-1)(Y^2-1)(Z^2-1)$ gives the identity.

For $X=Y=Z=2$, $\cos A=2/3$ and $\cos 3A=-22/27$. Both sides equal $49/27$, and $\delta\approx35.4^\circ$.

## The sign of the defect

From $(X^2-1)P+QR=XG$ follows the second law of cosines,
$$\cosh a\,\sin B\sin C=\cos A+\cos B\cos C.$$
As $\cosh a>1$, $\cos A>-\cos(B+C)$, so $A<|\pi-(B+C)|$. If $A+B+C\ge\pi$, this and its cyclic version give $A<B+C-\pi$ and $B<C+A-\pi$, whose sum implies $C>\pi$, a contradiction. Hence $0<\delta<\pi$. Using $1+\cosh x=2\cosh^2(x/2)$ and the positive root,
$$\cos\frac\delta2=\frac{1+X+Y+Z}{4\cosh\frac a2\cosh\frac b2\cosh\frac c2}.$$

## The rotation left by two boosts

Multiply the spinor boosts of rapidity $a$ at direction $0$ and $b$ at direction $\pi-C$. With the boost $a$ as the left factor, the product is $\begin{pmatrix}\alpha+x&y+\beta\\y-\beta&\alpha-x\end{pmatrix}$. It has a rotation part with components
$$\alpha=\cosh\tfrac a2\cosh\tfrac b2-\sinh\tfrac a2\sinh\tfrac b2\cos C,\quad \beta=\sinh\tfrac a2\sinh\tfrac b2\sin C,$$
and a symmetric traceless part with components
$$x=\sinh\tfrac a2\cosh\tfrac b2-\cosh\tfrac a2\sinh\tfrac b2\cos C,\quad y=\cosh\tfrac a2\sinh\tfrac b2\sin C.$$

The law of cosines gives $4\cosh\frac a2\cosh\frac b2\,\alpha=1+X+Y+Z$ and $\alpha^2+\beta^2=\cosh^2\frac c2$. Thus $\alpha=\cosh\frac c2\cos\frac\delta2$ and, by positivity, $\beta=\cosh\frac c2\sin\frac\delta2$. Also
$$2(x+iy)(\alpha-i\beta)=\sinh a\cosh b-\cosh a\sinh b\cos C+i\sinh b\sin C=\sinh c\,e^{iB},$$
so $x+iy=\sinh\frac c2\,e^{i(B+\delta/2)}$. These are the components of a boost $c$ at direction $B$ times a rotation by $-\delta$.

## Sides, angles and matrices in Lean

`angle a b c`, `angle b c a` and `angle c a b` are $A,B,C$, defined by `arccos`; `defect` is $\delta$ and `gram` is $G$. The real matrices `boost` and `rotation` act on spinors, with directions in one fixed plane; the right-hand factor acts first. `one_sub_cos_angle_sum` is the displayed identity, and `wigner_rotation` is the matrix equation with angle `-defect a b c`.

The only hypotheses are the strict triangle inequalities. Added in pairs, they make every rapidity positive; physically, they exclude collinear boosts. Without `h3`, take $X=Y=2$, $Z=31$: the right side of the identity is $4.5$, but $1-\cos$ never exceeds $2$.

```lean
import Mathlib

open Real

namespace HyperbolicDefect

noncomputable section

/-- The angle opposite the side `a` in a triangle of rapidities `a`, `b`, `c`. -/
def angle (a b c : ℝ) : ℝ :=
  Real.arccos ((cosh b * cosh c - cosh a) / (sinh b * sinh c))

/-- The angular defect of the rapidity triangle. -/
def defect (a b c : ℝ) : ℝ := π - (angle a b c + angle b c a + angle c a b)

/-- The Gram determinant of three four-velocities with relative rapidities `a`, `b`, `c`. -/
def gram (a b c : ℝ) : ℝ :=
  1 + 2 * cosh a * cosh b * cosh c - cosh a ^ 2 - cosh b ^ 2 - cosh c ^ 2

/-- The spinor boost of rapidity `a` in the direction `η` of a fixed plane. -/
def boost (a η : ℝ) : Matrix (Fin 2) (Fin 2) ℝ :=
  !![cosh (a / 2) + sinh (a / 2) * cos η, sinh (a / 2) * sin η;
     sinh (a / 2) * sin η, cosh (a / 2) - sinh (a / 2) * cos η]

/-- The spinor rotation by the angle `θ` in the same plane. -/
def rotation (θ : ℝ) : Matrix (Fin 2) (Fin 2) ℝ :=
  !![cos (θ / 2), -sin (θ / 2); sin (θ / 2), cos (θ / 2)]

/-- Each angle lies strictly between `0` and `π` and obeys the hyperbolic law of cosines. -/
theorem law_of_cosines {a b c : ℝ} (h1 : a < b + c) (h2 : b < c + a) (h3 : c < a + b) :
    0 < angle a b c ∧ angle a b c < π ∧
      cosh a = cosh b * cosh c - sinh b * sinh c * cos (angle a b c) := by
  have ha : 0 < a := by linarith
  have hd : 0 < sinh b * sinh c :=
    mul_pos (Real.sinh_pos_iff.2 (by linarith)) (Real.sinh_pos_iff.2 (by linarith))
  have hu : cosh a < cosh (b + c) := by
    rw [Real.cosh_lt_cosh, abs_of_pos ha, abs_of_pos (by linarith : 0 < b + c)]
    exact h1
  have hl : cosh (b - c) < cosh a := by
    rw [Real.cosh_lt_cosh, abs_of_pos ha, abs_lt]
    constructor <;> linarith
  rw [Real.cosh_add] at hu
  rw [Real.cosh_sub] at hl
  have hlt : (cosh b * cosh c - cosh a) / (sinh b * sinh c) < 1 := by
    rw [div_lt_one hd]; linarith
  have hgt : -1 < (cosh b * cosh c - cosh a) / (sinh b * sinh c) := by
    rw [lt_div_iff₀ hd]; linarith
  have hcos : cos (angle a b c) = (cosh b * cosh c - cosh a) / (sinh b * sinh c) :=
    Real.cos_arccos hgt.le hlt.le
  refine ⟨Real.arccos_pos.2 hlt, lt_of_le_of_ne (Real.arccos_le_pi _) ?_, ?_⟩
  · intro h
    have h' : angle a b c = π := h
    rw [h', Real.cos_pi] at hcos
    linarith
  · linear_combination (eq_div_iff hd.ne').1 hcos

/-- The Gram determinant is positive, and its root gives the sine of an angle. -/
theorem sin_angle {a b c : ℝ} (h1 : a < b + c) (h2 : b < c + a) (h3 : c < a + b) :
    0 < gram a b c ∧ sinh b * sinh c * sin (angle a b c) = √(gram a b c) := by
  obtain ⟨l, u, e⟩ := law_of_cosines h1 h2 h3
  have hp : 0 < sinh b * sinh c * sin (angle a b c) :=
    mul_pos (mul_pos (Real.sinh_pos_iff.2 (by linarith)) (Real.sinh_pos_iff.2 (by linarith)))
      (Real.sin_pos_of_pos_of_lt_pi l u)
  have hg : gram a b c = (sinh b * sinh c * sin (angle a b c)) ^ 2 := by
    unfold gram
    linear_combination (cosh c ^ 2 - 1) * Real.cosh_sq b + sinh b ^ 2 * Real.cosh_sq c
      - sinh b ^ 2 * sinh c ^ 2 * Real.sin_sq_add_cos_sq (angle a b c)
      + (sinh b * sinh c * cos (angle a b c) + cosh b * cosh c - cosh a) * e
  rw [hg]
  exact ⟨pow_pos hp 2, (Real.sqrt_sq hp.le).symm⟩

/-- Hyperbolic law of sines, with the common value written through the Gram determinant. -/
theorem law_of_sines {a b c : ℝ} (h1 : a < b + c) (h2 : b < c + a) (h3 : c < a + b) :
    sinh b * sinh c * sin (angle a b c) = √(gram a b c) ∧
    sinh c * sinh a * sin (angle b c a) = √(gram a b c) ∧
    sinh a * sinh b * sin (angle c a b) = √(gram a b c) := by
  have g1 : gram b c a = gram a b c := by unfold gram; ring
  have g2 : gram c a b = gram a b c := by unfold gram; ring
  exact ⟨(sin_angle h1 h2 h3).2, g1 ▸ (sin_angle h2 h3 h1).2, g2 ▸ (sin_angle h3 h1 h2).2⟩

/-- The cosine of the angle sum of a rapidity triangle in terms of its three rapidities. -/
theorem one_sub_cos_angle_sum {a b c : ℝ} (h1 : a < b + c) (h2 : b < c + a) (h3 : c < a + b) :
    1 - cos (angle a b c + angle b c a + angle c a b) =
      (1 + cosh a + cosh b + cosh c) ^ 2 / ((1 + cosh a) * (1 + cosh b) * (1 + cosh c)) := by
  obtain ⟨sA, sB, sC⟩ := law_of_sines h1 h2 h3
  have kA : sinh b * sinh c * cos (angle a b c) = cosh b * cosh c - cosh a := by
    linarith [(law_of_cosines h1 h2 h3).2.2]
  have kB : sinh c * sinh a * cos (angle b c a) = cosh c * cosh a - cosh b := by
    linarith [(law_of_cosines h2 h3 h1).2.2]
  have kC : sinh a * sinh b * cos (angle c a b) = cosh a * cosh b - cosh c := by
    linarith [(law_of_cosines h3 h1 h2).2.2]
  have hT : √(gram a b c) ^ 2 =
      1 + 2 * cosh a * cosh b * cosh c - cosh a ^ 2 - cosh b ^ 2 - cosh c ^ 2 :=
    Real.sq_sqrt (sin_angle h1 h2 h3).1.le
  -- expand the cosine of the sum and clear all denominators
  have hN : (sinh a * sinh b * sinh c) ^ 2 * cos (angle a b c + angle b c a + angle c a b) =
      (sinh b * sinh c * cos (angle a b c)) * (sinh c * sinh a * cos (angle b c a))
        * (sinh a * sinh b * cos (angle c a b))
      - (sinh b * sinh c * sin (angle a b c)) * (sinh c * sinh a * sin (angle b c a))
        * (sinh a * sinh b * cos (angle c a b))
      - (sinh b * sinh c * sin (angle a b c)) * (sinh a * sinh b * sin (angle c a b))
        * (sinh c * sinh a * cos (angle b c a))
      - (sinh c * sinh a * sin (angle b c a)) * (sinh a * sinh b * sin (angle c a b))
        * (sinh b * sinh c * cos (angle a b c)) := by
    rw [Real.cos_add, Real.cos_add, Real.sin_add]; ring
  rw [kA, kB, kC, sA, sB, sC, mul_pow, mul_pow, Real.sinh_sq, Real.sinh_sq, Real.sinh_sq] at hN
  have xa := Real.one_lt_cosh.2 (by linarith : 0 < a).ne'
  have xb := Real.one_lt_cosh.2 (by linarith : 0 < b).ne'
  have xc := Real.one_lt_cosh.2 (by linarith : 0 < c).ne'
  have hD : (cosh a - 1) * (cosh b - 1) * (cosh c - 1) ≠ 0 :=
    (mul_pos (mul_pos (sub_pos.2 xa) (sub_pos.2 xb)) (sub_pos.2 xc)).ne'
  rw [eq_div_iff (by positivity)]
  apply mul_left_cancel₀ hD
  linear_combination -hN + (cosh b * cosh c - cosh a + (cosh c * cosh a - cosh b)
    + (cosh a * cosh b - cosh c)) * hT

/-- Second hyperbolic law of cosines, relating one side to the three angles. -/
theorem second_law_of_cosines {a b c : ℝ} (h1 : a < b + c) (h2 : b < c + a) (h3 : c < a + b) :
    cosh a * (sin (angle b c a) * sin (angle c a b)) =
      cos (angle a b c) + cos (angle b c a) * cos (angle c a b) := by
  obtain ⟨-, sB, sC⟩ := law_of_sines h1 h2 h3
  have eA := (law_of_cosines h1 h2 h3).2.2
  have eB := (law_of_cosines h2 h3 h1).2.2
  have eC := (law_of_cosines h3 h1 h2).2.2
  have hT : √(gram a b c) ^ 2 =
      1 + 2 * cosh a * cosh b * cosh c - cosh a ^ 2 - cosh b ^ 2 - cosh c ^ 2 :=
    Real.sq_sqrt (sin_angle h1 h2 h3).1.le
  have pa : 0 < sinh a := Real.sinh_pos_iff.2 (by linarith)
  have pb : 0 < sinh b := Real.sinh_pos_iff.2 (by linarith)
  have pc : 0 < sinh c := Real.sinh_pos_iff.2 (by linarith)
  apply mul_left_cancel₀ (by positivity : sinh a ^ 2 * sinh b * sinh c ≠ 0)
  linear_combination cosh a * (sinh a * sinh b * sin (angle c a b)) * sB
    + cosh a * √(gram a b c) * sC + cosh a * hT - sinh a ^ 2 * eA
    - sinh a * sinh b * cos (angle c a b) * eB + (cosh b - cosh c * cosh a) * eC
    - (cosh a - cosh b * cosh c) * Real.cosh_sq a

/-- The defect of a rapidity triangle is positive. -/
theorem defect_pos {a b c : ℝ} (h1 : a < b + c) (h2 : b < c + a) (h3 : c < a + b) :
    0 < defect a b c := by
  have key : ∀ {a b c : ℝ}, a < b + c → b < c + a → c < a + b →
      angle a b c < |π - (angle b c a + angle c a b)| := by
    intro a b c h1 h2 h3
    by_contra! h
    have hc := Real.cos_le_cos_of_nonneg_of_le_pi (abs_nonneg _)
      (law_of_cosines h1 h2 h3).2.1.le h
    rw [Real.cos_abs, Real.cos_pi_sub, Real.cos_add] at hc
    obtain ⟨lB, uB, -⟩ := law_of_cosines h2 h3 h1
    obtain ⟨lC, uC, -⟩ := law_of_cosines h3 h1 h2
    have hs := mul_pos (Real.sin_pos_of_pos_of_lt_pi lB uB) (Real.sin_pos_of_pos_of_lt_pi lC uC)
    have hx := Real.one_lt_cosh.2 (by linarith : 0 < a).ne'
    nlinarith [second_law_of_cosines h1 h2 h3, mul_pos (sub_pos.2 hx) hs]
  have uA := (law_of_cosines h1 h2 h3).2.1
  have uB := (law_of_cosines h2 h3 h1).2.1
  have uC := (law_of_cosines h3 h1 h2).2.1
  unfold defect
  rcases lt_abs.1 (key h1 h2 h3) with h | h <;> rcases lt_abs.1 (key h2 h3 h1) with h' | h' <;>
    linarith

/-- The cosine of half the defect in terms of the three rapidities. -/
theorem cos_half_defect {a b c : ℝ} (h1 : a < b + c) (h2 : b < c + a) (h3 : c < a + b) :
    cos (defect a b c / 2) * (4 * cosh (a / 2) * cosh (b / 2) * cosh (c / 2)) =
      1 + cosh a + cosh b + cosh c := by
  have half : ∀ x : ℝ, cosh (x / 2) ^ 2 = (1 + cosh x) / 2 := by
    intro x
    have h := Real.cosh_two_mul (x / 2)
    rw [show 2 * (x / 2) = x by ring] at h
    linarith [Real.cosh_sq (x / 2)]
  have hpos := defect_pos h1 h2 h3
  have hlt : defect a b c < π := by
    unfold defect
    linarith [(law_of_cosines h1 h2 h3).1, (law_of_cosines h2 h3 h1).1,
      (law_of_cosines h3 h1 h2).1]
  have hc : 0 < cos (defect a b c / 2) :=
    Real.cos_pos_of_mem_Ioo ⟨by linarith, by linarith⟩
  have hsq : cos (defect a b c / 2) ^ 2 =
      (1 - cos (angle a b c + angle b c a + angle c a b)) / 2 := by
    rw [Real.cos_sq, show 2 * (defect a b c / 2) = defect a b c by ring, defect,
      Real.cos_pi_sub]
    ring
  have xa := Real.cosh_pos a
  have xb := Real.cosh_pos b
  have xc := Real.cosh_pos c
  have hm := (eq_div_iff (by positivity)).1 (one_sub_cos_angle_sum h1 h2 h3)
  have ya := Real.cosh_pos (a / 2)
  have yb := Real.cosh_pos (b / 2)
  have yc := Real.cosh_pos (c / 2)
  -- both sides are positive, so it is enough to compare squares
  refine (sq_eq_sq₀ (by positivity) (by positivity)).1 ?_
  simp only [mul_pow]
  rw [hsq, half, half, half]
  linear_combination hm

/-- Two successive boosts along sides of a rapidity triangle equal the boost along the third
side times a rotation whose angle is minus the defect. -/
theorem wigner_rotation {a b c : ℝ} (h1 : a < b + c) (h2 : b < c + a) (h3 : c < a + b) :
    boost a 0 * boost b (π - angle c a b) =
      boost c (angle b c a) * rotation (-defect a b c) := by
  have mat : ∀ {p q r s p' q' r' s' : ℝ}, p = p' → q = q' → r = r' → s = s' →
      (!![p, q; r, s] : Matrix (Fin 2) (Fin 2) ℝ) = !![p', q'; r', s'] := by
    intro p q r s p' q' r' s' e1 e2 e3 e4
    rw [e1, e2, e3, e4]
  have dbl : ∀ x : ℝ, cosh x = cosh (x / 2) ^ 2 + sinh (x / 2) ^ 2 ∧
      sinh x = 2 * sinh (x / 2) * cosh (x / 2) := by
    intro x
    have e : 2 * (x / 2) = x := by ring
    have hc := Real.cosh_two_mul (x / 2)
    have hs := Real.sinh_two_mul (x / 2)
    rw [e] at hc hs
    exact ⟨hc, hs⟩
  obtain ⟨-, sB, sC⟩ := law_of_sines h1 h2 h3
  have eB := (law_of_cosines h2 h3 h1).2.2
  obtain ⟨lC, uC, eC⟩ := law_of_cosines h3 h1 h2
  have pa : 0 < sinh a := Real.sinh_pos_iff.2 (by linarith)
  -- projections of the third side on the first side and across it
  have hQ : sinh c * sin (angle b c a) = sinh b * sin (angle c a b) := by
    apply mul_left_cancel₀ pa.ne'
    linear_combination sB - sC
  have hP : sinh c * cos (angle b c a) =
      sinh a * cosh b - cosh a * sinh b * cos (angle c a b) := by
    apply mul_left_cancel₀ pa.ne'
    linear_combination eB + cosh b * Real.cosh_sq a + cosh a * eC
  have hH := cos_half_defect h1 h2 h3
  have hd := defect_pos h1 h2 h3
  have hlt : defect a b c < 2 * π := by
    unfold defect
    linarith [(law_of_cosines h1 h2 h3).1, (law_of_cosines h2 h3 h1).1, Real.pi_pos]
  have hv : 0 < sin (defect a b c / 2) :=
    Real.sin_pos_of_pos_of_lt_pi (by linarith) (by linarith)
  have hs := Real.sin_sq_add_cos_sq (angle c a b)
  have ht := Real.sin_sq_add_cos_sq (defect a b c / 2)
  have hk := Real.sin_pos_of_pos_of_lt_pi lC uC
  have qa := Real.cosh_sq (a / 2)
  have qb := Real.cosh_sq (b / 2)
  have qc := Real.cosh_sq (c / 2)
  have ya := Real.cosh_pos (a / 2)
  have yb := Real.cosh_pos (b / 2)
  have yc := Real.cosh_pos (c / 2)
  have za : 0 < sinh (a / 2) := Real.sinh_pos_iff.2 (by linarith)
  have zb : 0 < sinh (b / 2) := Real.sinh_pos_iff.2 (by linarith)
  rw [(dbl a).1, (dbl b).1, (dbl c).1] at hH
  rw [(dbl a).1, (dbl b).1, (dbl c).1, (dbl a).2, (dbl b).2] at eC
  rw [(dbl c).2, (dbl b).2] at hQ
  rw [(dbl c).2, (dbl a).2, (dbl b).1, (dbl a).1, (dbl b).2] at hP
  simp only [boost, rotation, Matrix.mul_fin_two, Real.cos_zero, Real.sin_zero,
    Real.cos_pi_sub, Real.sin_pi_sub, neg_div, Real.cos_neg, Real.sin_neg]
  clear sB sC eB pa hd hlt lC uC
  generalize cosh (a / 2) = A at *
  generalize cosh (b / 2) = B at *
  generalize cosh (c / 2) = K at *
  generalize sinh (a / 2) = p at *
  generalize sinh (b / 2) = q at *
  generalize sinh (c / 2) = r at *
  generalize cos (angle c a b) = k at *
  generalize sin (angle c a b) = s at *
  generalize cos (angle b c a) = m at *
  generalize sin (angle b c a) = n at *
  generalize cos (defect a b c / 2) = u at *
  generalize sin (defect a b c / 2) = v at *
  -- the rotation part of the product
  have hK : K ^ 2 = (A * B - p * q * k) ^ 2 + (p * q * s) ^ 2 := by
    linear_combination eC / 2 + qc / 2 - p ^ 2 * q ^ 2 * hs - (B ^ 2 - q ^ 2) / 2 * qa - qb / 2
  have e1 : K * u = A * B - p * q * k := by
    apply mul_left_cancel₀ (by positivity : 4 * A * B ≠ 0)
    linear_combination hH + eC - (1 + B ^ 2 + q ^ 2) * qa - 2 * A ^ 2 * qb
  have e2 : K * v = p * q * s := by
    refine (sq_eq_sq₀ (by positivity) (by positivity)).1 ?_
    linear_combination K ^ 2 * ht + hK - (K * u + (A * B - p * q * k)) * e1
  -- the symmetric traceless part of the product
  have f1 : r * K * m = (p * B - A * q * k) * (A * B - p * q * k) + A * q * s * (p * q * s) := by
    linear_combination hP / 2 - p * A * q ^ 2 * hs
  have f2 : r * K * n = A * q * s * (A * B - p * q * k) - (p * B - A * q * k) * (p * q * s) := by
    linear_combination hQ / 2 - q * B * s * qa
  have e3 : r * (m * u - n * v) = p * B - A * q * k := by
    apply mul_left_cancel₀ (by positivity : K ^ 2 ≠ 0)
    linear_combination K * u * f1 - K * v * f2 - (p * B - A * q * k) * hK
      + ((p * B - A * q * k) * (A * B - p * q * k) + A * q * s * (p * q * s)) * e1
      - (A * q * s * (A * B - p * q * k) - (p * B - A * q * k) * (p * q * s)) * e2
  have e4 : r * (n * u + m * v) = A * q * s := by
    apply mul_left_cancel₀ (by positivity : K ^ 2 ≠ 0)
    linear_combination K * u * f2 + K * v * f1 - A * q * s * hK
      + (A * q * s * (A * B - p * q * k) - (p * B - A * q * k) * (p * q * s)) * e1
      + ((p * B - A * q * k) * (A * B - p * q * k) + A * q * s * (p * q * s)) * e2
  refine mat ?_ ?_ ?_ ?_
  · linear_combination -e1 - e3
  · linear_combination -e2 - e4
  · linear_combination e2 - e4
  · linear_combination e3 - e1

end

end HyperbolicDefect
```

```lean
#print axioms HyperbolicDefect.wigner_rotation
-- 'HyperbolicDefect.wigner_rotation' depends on axioms: [propext, Classical.choice, Quot.sound]
```

## How the proof follows the algebra

`law_of_cosines` uses the triangle inequalities to put the `arccos` argument strictly between $-1$ and $1$. `sin_angle` and `law_of_sines` supply $\sqrt G$. In `one_sub_cos_angle_sum`, `hN` is the expanded cosine; `linear_combination` checks the polynomial identity after the common factor $(X-1)(Y-1)(Z-1)$ is restored.

`second_law_of_cosines` feeds the inequality `key` in `defect_pos`, where the cases of the absolute value finish the argument. `cos_half_defect` compares squares of positive quantities.

In `wigner_rotation`, `generalize` replaces the hyperbolic and trigonometric values by variables; there `A`, `B`, `K` denote the hyperbolic cosines of the half-rapidities, not angles. `e1` and `e2` identify $\alpha,\beta$, `f1` and `f2` are the real and imaginary parts of the complex product, and `e3` and `e4` recover $x,y$. The four matrix entries are sums and differences of these equations.
